# Only the identity and one transposition can contribute to a two-slot matrix element of a product of orthogonal orbitals

To evaluate the interaction energy of a Slater determinant, one lets the antisymmetrizer act on one side only, keeps a direct and an exchange term for each pair of electrons, and discards the other N! − 2 permutations. With the antisymmetrizer already on one side, the theorems below justify the discarding for mutually orthogonal orbitals in a finite one-particle basis. The shorter expression 1 − ∑ (transpositions) gives the same two terms, although for N ≥ 3 it is a different element of the group algebra. For a single determinant of orthonormal orbitals in such a basis, these two terms, summed over the pairs of electrons, give the direct-minus-exchange form of the Hartree–Fock interaction energy.

## Slots, wavefunctions and operators

In Lean 4 with Mathlib:

```lean
import Mathlib

open Equiv

namespace TwoBodyAntisymmetrizer

noncomputable section

variable {ι X : Type*} [Fintype ι] [DecidableEq ι] [Fintype X]
```

The finite type `ι` is the set of N particle slots. The finite type `X` labels an orthonormal one-particle basis, and a label may include spin.

```lean
/-- Wavefunctions of particles in slots `ι`, each with one-particle basis labels `X`. -/
abbrev Wave (ι X : Type*) := (ι → X) → ℂ
```

A configuration x assigns a label x_k to each slot k, and a wavefunction assigns a complex amplitude to each configuration. No symmetry is imposed.

```lean
/-- The product wavefunction with orbital `φ k` in slot `k`. -/
def productState (φ : ι → X → ℂ) : Wave ι X := fun x => ∏ k, φ k (x k)
```

This is the product state, with orbital φ_k in slot k:

    Φ(x) = ∏_k φ_k(x_k)

```lean
/-- The operators `P_g` that permute the slots of a wavefunction. -/
def permOp : Perm ι →* Module.End ℂ (Wave ι X) where
  toFun g :=
    { toFun := fun Ψ x => Ψ (fun k => x (g k))
      map_add' := fun _ _ => rfl
      map_smul' := fun _ _ => rfl }
  map_one' := rfl
  map_mul' _ _ := rfl
```

The permutation g acts by (P_g Ψ)(x) = Ψ(k ↦ x_{g k}), so that P_g Φ has orbital φ_k in slot g k. The arrow `→*` records that products of permutations go to products of operators.

```lean
/-- The action of the rational group algebra on wavefunctions. -/
def groupAction : MonoidAlgebra ℚ (Perm ι) →ₐ[ℚ] Module.End ℂ (Wave ι X) :=
  MonoidAlgebra.lift ℚ _ _ permOp
```

Linearity extends the action to rational combinations of permutations, the elements of Q[S_N].

```lean
/-- The operator with kernel `K` that acts only on slots `i` and `j`. -/
def twoBody (i j : ι) (K : X → X → X → X → ℂ) : Module.End ℂ (Wave ι X) where
  toFun Ψ x := ∑ a, ∑ b, K (x i) (x j) a b *
    Ψ (Function.update (Function.update x i a) j b)
  map_add' Ψ Θ := by
    funext x
    simp [mul_add, Finset.sum_add_distrib]
  map_smul' c Ψ := by
    funext x
    simp [Finset.mul_sum, mul_left_comm]
```

The operator G replaces the labels in slots i and j and leaves the others alone:

    (GΨ)(x) = ∑_{a,b} K(x_i, x_j, a, b) Ψ(x with x_i → a, x_j → b)

The kernel K is arbitrary. It need be neither Hermitian nor symmetric, and the Coulomb interaction of one pair, written in the finite basis, is a special case.

```lean
/-- The matrix element `⟨Φ, G a Φ⟩` as an additive function of the group algebra element `a`. -/
def matrixElement (Φ : Wave ι X) (G : Module.End ℂ (Wave ι X)) :
    MonoidAlgebra ℚ (Perm ι) →+ ℂ where
  toFun a := ∑ x, star (Φ x) * G (groupAction a Φ) x
  map_zero' := by simp
  map_add' a b := by simp [mul_add, Finset.sum_add_distrib]
```

For a group algebra element a, this is ⟨Φ, G a Φ⟩ = ∑_x conj(Φ(x)) (G a Φ)(x). The same Φ stands on both sides.

## Two elements that differ from three particles on

```lean
variable (ι) in
/-- The sum of all permutations weighted by their signs. -/
def antisymmetrizer : MonoidAlgebra ℚ (Perm ι) :=
  ∑ g : Perm ι, (Perm.sign g : ℤ) • MonoidAlgebra.of ℚ (Perm ι) g
```

The antisymmetrizer is ∑_g sgn(g) g, without the factor 1/N!.

```lean
variable (ι) in
/-- The identity minus the sum of all transpositions (permutations moving exactly two slots). -/
def truncated : MonoidAlgebra ℚ (Perm ι) :=
  1 - ∑ g : Perm ι with g.support.card = 2, MonoidAlgebra.of ℚ (Perm ι) g
```

The truncation is 1 − ∑ (transpositions). A transposition is recognised by its `support`, the set of slots that it moves, having two members.

```lean
/-- The truncation equals the antisymmetrizer exactly when there are at most two particles. -/
theorem antisymmetrizer_eq_truncated_iff :
    antisymmetrizer ι = truncated ι ↔ Fintype.card ι ≤ 2 := by
  constructor
  · intro h
    by_contra hc
    obtain ⟨a, b, c, hab, hac, hbc⟩ := Fintype.two_lt_card_iff.mp (not_le.mp hc)
    -- compare the values of the trivial character
    have h' := congrArg (MonoidAlgebra.lift ℚ _ _ (1 : Perm ι →* ℚ)) h
    simp only [antisymmetrizer, truncated, map_sum, map_sub, map_one, map_zsmul,
      MonoidAlgebra.lift_of, MonoidHom.one_apply, Finset.sum_const] at h'
    have h0 : ∑ g : Perm ι, (Perm.sign g : ℤ) • (1 : ℚ) = 0 := by
      have e := Equiv.sum_comp (Equiv.mulLeft (swap a b))
        (fun g : Perm ι => (Perm.sign g : ℤ) • (1 : ℚ))
      simp only [Equiv.coe_mulLeft, Perm.sign_mul, Perm.sign_swap hab, neg_mul, one_mul,
        Units.val_neg, neg_smul, Finset.sum_neg_distrib] at e
      linarith
    have h2 : 1 < (Finset.univ.filter (fun g : Perm ι => g.support.card = 2)).card := by
      refine Finset.one_lt_card.mpr ⟨swap a b, ?_, swap a c, ?_, ?_⟩
      · exact Finset.mem_filter.mpr ⟨Finset.mem_univ _, Perm.card_support_swap hab⟩
      · exact Finset.mem_filter.mpr ⟨Finset.mem_univ _, Perm.card_support_swap hac⟩
      · intro e
        have e' := congrArg (fun g : Perm ι => g a) e
        simp only [swap_apply_left] at e'
        exact hbc e'
    have h3 : (1 : ℚ) < (Finset.univ.filter
        (fun g : Perm ι => g.support.card = 2)).card := by exact_mod_cast h2
    rw [h0, nsmul_eq_mul, mul_one] at h'
    linarith
  · intro h
    have h1 : (1 : MonoidAlgebra ℚ (Perm ι)) =
        ∑ g : Perm ι, if g = 1 then MonoidAlgebra.of ℚ (Perm ι) g else 0 := by
      rw [Finset.sum_ite_eq', if_pos (Finset.mem_univ _), map_one]
    unfold antisymmetrizer truncated
    rw [Finset.sum_filter, h1, ← Finset.sum_sub_distrib]
    refine Finset.sum_congr rfl fun g _ => ?_
    by_cases hg : g = 1
    · subst hg
      simp
    · have h2 : g.support.card = 2 := le_antisymm ((Finset.card_le_univ _).trans h)
        (Perm.two_le_card_support_of_ne_one hg)
      rw [if_neg hg, if_pos h2, (Perm.card_support_eq_two.mp h2).sign_eq]
      simp
```

The symbol `↔` means "exactly when": the two elements are equal exactly when N ≤ 2.

Suppose first that N ≥ 3, and replace every permutation by the number 1. This is the trivial character, applied to both sides by `congrArg`. Multiplying all permutations by a fixed transposition only reorders them but flips every sign, so

    ∑_g sgn(g) = −∑_g sgn(g) = 0

The truncation becomes 1 − T, where T is the number of transpositions. Three different slots a, b, c supply (a b) and (a c), so T ≥ 2 and 1 − T < 0. Equality would therefore give 0 < 0, the contradiction that `linarith` finds.

Now let N ≤ 2. A permutation other than the identity moves at least two slots, hence exactly two. It is a transposition with sign −1, and the two sums agree term by term.

## A wrong orbital in a spectator slot

```lean
/-- A permutation that fixes every slot other than `i` and `j` is the identity or `(i j)`. -/
theorem eq_one_or_swap {g : Perm ι} {i j : ι} (h : ∀ m, m ≠ i → m ≠ j → g m = m) :
    g = 1 ∨ g = swap i j := by
  by_cases hg : g = 1
  · exact Or.inl hg
  right
  have hsub : g.support ⊆ {i, j} := by
    intro m hm
    by_contra hn
    simp only [Finset.mem_insert, Finset.mem_singleton, not_or] at hn
    exact Perm.mem_support.mp hm (h m hn.1 hn.2)
  have h2 : g.support.card = 2 := le_antisymm
    ((Finset.card_le_card hsub).trans Finset.card_le_two)
    (Perm.two_le_card_support_of_ne_one hg)
  obtain ⟨x, y, hxy, rfl⟩ := Perm.card_support_eq_two.mp h2
  have hx : x = i ∨ x = j := by
    by_contra hn
    rw [not_or] at hn
    exact hxy ((swap_apply_left x y).symm.trans (h x hn.1 hn.2)).symm
  have hy : y = i ∨ y = j := by
    by_contra hn
    rw [not_or] at hn
    exact hxy ((swap_apply_right x y).symm.trans (h y hn.1 hn.2))
  rcases hx with rfl | rfl <;> rcases hy with rfl | rfl
  · exact absurd rfl hxy
  · rfl
  · exact swap_comm _ _
  · exact absurd rfl hxy
```

If g fixes every slot other than i and j, its support lies in {i, j}. Either g = 1, or g moves exactly two slots and is (i j). The code writes g as a swap of x and y and checks the four ways of matching these with i and j.

```lean
/-- If the integrand depends on slot `m` only through a factor `h` that sums to zero,
the sum over all configurations vanishes. -/
theorem sum_slot_eq_zero (m : ι) (h : X → ℂ) (R : (ι → X) → ℂ)
    (hR : ∀ x y, (∀ k, k ≠ m → x k = y k) → R x = R y) (hh : ∑ a, h a = 0) :
    ∑ x : ι → X, h (x m) * R x = 0 := by
  rw [← (Equiv.funSplitAt m X).symm.sum_comp, Fintype.sum_prod_type_right]
  refine Finset.sum_eq_zero fun y _ => ?_
  rcases isEmpty_or_nonempty X with hX | ⟨⟨b⟩⟩
  · simp
  · have e : ∀ a, h ((Equiv.funSplitAt m X).symm (a, y) m) *
        R ((Equiv.funSplitAt m X).symm (a, y)) =
        h a * R ((Equiv.funSplitAt m X).symm (b, y)) := by
      intro a
      have hm : (Equiv.funSplitAt m X).symm (a, y) m = a := by
        simp [Equiv.funSplitAt, Equiv.piSplitAt]
      rw [hm, hR _ ((Equiv.funSplitAt m X).symm (b, y))
        (fun k hk => by simp [Equiv.funSplitAt, Equiv.piSplitAt, hk])]
    simp only [e]
    rw [← Finset.sum_mul, hh, zero_mul]
```

This is the factorisation of a sum. If R does not depend on x_m, then

    ∑_x h(x_m) R(x) = (∑_a h(a)) · ∑_{other labels} R = 0

whenever ∑_a h(a) = 0. `Equiv.funSplitAt` separates the label in slot m from the rest.

```lean
/-- For a group element `g` the matrix element is `⟨Φ, G P_g Φ⟩`. -/
theorem matrixElement_of (Φ : Wave ι X) (G : Module.End ℂ (Wave ι X)) (g : Perm ι) :
    matrixElement Φ G (MonoidAlgebra.of ℚ (Perm ι) g) =
      ∑ x, star (Φ x) * G (permOp g Φ) x := by
  have e : groupAction (X := X) (MonoidAlgebra.of ℚ (Perm ι) g) = permOp g := by
    simp [groupAction]
  change ∑ x, star (Φ x) * G (groupAction (MonoidAlgebra.of ℚ (Perm ι) g) Φ) x = _
  rw [e]
```

For a single permutation, `matrixElement` is ⟨Φ, G P_g Φ⟩, as intended.

```lean
/-- For orthogonal orbitals and an operator on slots `i`, `j`, the element `⟨Φ, G P_g Φ⟩`
vanishes unless `g` is the identity or `(i j)`. -/
theorem matrixElement_eq_zero (φ : ι → X → ℂ)
    (hφ : ∀ a b, a ≠ b → ∑ x, star (φ a x) * φ b x = 0)
    (i j : ι) (K : X → X → X → X → ℂ) (g : Perm ι) (h1 : g ≠ 1) (hs : g ≠ swap i j) :
    matrixElement (productState φ) (twoBody i j K) (MonoidAlgebra.of ℚ (Perm ι) g) = 0 := by
  -- a spectator slot `m` receives the wrong orbital `k0`
  obtain ⟨m, hmi, hmj, hm⟩ : ∃ m, m ≠ i ∧ m ≠ j ∧ g m ≠ m := by
    by_contra hcon
    have hfix : ∀ m, m ≠ i → m ≠ j → g m = m := fun m hi hj => by
      by_contra hm
      exact hcon ⟨m, hi, hj, hm⟩
    exact (eq_one_or_swap hfix).elim h1 hs
  obtain ⟨k0, hk0⟩ := g.surjective m
  have hne : m ≠ k0 := fun e => hm ((congrArg g e).trans hk0)
  rw [matrixElement_of]
  refine Eq.trans (Finset.sum_congr rfl fun x _ => ?_)
    (sum_slot_eq_zero m (fun a => star (φ m a) * φ k0 a)
      (fun x => star (∏ k ∈ Finset.univ.erase m, φ k (x k)) *
        ∑ a, ∑ b, K (x i) (x j) a b * ∏ k ∈ Finset.univ.erase k0,
          φ k (Function.update (Function.update x i a) j b (g k))) ?_ (hφ m k0 hne))
  · have e1 : productState φ x = φ m (x m) * ∏ k ∈ Finset.univ.erase m, φ k (x k) :=
      (Finset.mul_prod_erase Finset.univ (fun k => φ k (x k)) (Finset.mem_univ m)).symm
    have e2 : twoBody i j K (permOp g (productState φ)) x = φ k0 (x m) *
        ∑ a, ∑ b, K (x i) (x j) a b * ∏ k ∈ Finset.univ.erase k0,
          φ k (Function.update (Function.update x i a) j b (g k)) := by
      change ∑ a, ∑ b, K (x i) (x j) a b *
        ∏ k, φ k (Function.update (Function.update x i a) j b (g k)) = _
      rw [Finset.mul_sum]
      refine Finset.sum_congr rfl fun a _ => ?_
      rw [Finset.mul_sum]
      refine Finset.sum_congr rfl fun b _ => ?_
      rw [← Finset.mul_prod_erase Finset.univ
        (fun k => φ k (Function.update (Function.update x i a) j b (g k)))
        (Finset.mem_univ k0), hk0, Function.update_of_ne hmj, Function.update_of_ne hmi]
      ring
    rw [e1, e2, star_mul']
    ring
  · intro x y hxy
    have p1 : ∏ k ∈ Finset.univ.erase m, φ k (x k) =
        ∏ k ∈ Finset.univ.erase m, φ k (y k) :=
      Finset.prod_congr rfl fun k hk => by rw [hxy k (Finset.ne_of_mem_erase hk)]
    have p2 : ∀ a b, ∏ k ∈ Finset.univ.erase k0,
          φ k (Function.update (Function.update x i a) j b (g k)) =
        ∏ k ∈ Finset.univ.erase k0,
          φ k (Function.update (Function.update y i a) j b (g k)) := fun a b =>
      Finset.prod_congr rfl fun k hk => by
        have hgk : g k ≠ m := fun e =>
          Finset.ne_of_mem_erase hk (g.injective (e.trans hk0.symm))
        simp only [Function.update_apply, hxy (g k) hgk]
    simp only [p1, p2, hxy i hmi.symm, hxy j hmj.symm]
```

The hypothesis `hφ` says that orbitals in different slots are orthogonal; they need not be normalised. The conclusion is ⟨Φ, G P_g Φ⟩ = 0 for every g other than 1 and (i j).

By the lemma on fixed slots, such a g moves some spectator slot m, different from i and j. Let k0 be the slot with g k0 = m. Then k0 ≠ m, and P_g Φ has orbital φ_k0 in slot m. Since G does not touch x_m, this label enters only through

    conj(φ_m(x_m)) φ_k0(x_m)

Everything else is a factor R(x) independent of x_m. Summing over x_m gives the overlap ⟨φ_m, φ_k0⟩ = 0, and the matrix element vanishes.

In the code, `e1` and `e2` pull these two orbital factors out of their products. The final block, with `p1` and `p2`, checks that the remainder does not depend on x_m.

## Direct minus exchange

```lean
/-- For orthogonal orbitals and an operator on two different slots, the matrix element of the
antisymmetrizer is the direct term minus the exchange term. -/
theorem matrixElement_antisymmetrizer (φ : ι → X → ℂ)
    (hφ : ∀ a b, a ≠ b → ∑ x, star (φ a x) * φ b x = 0)
    {i j : ι} (hij : i ≠ j) (K : X → X → X → X → ℂ) :
    matrixElement (productState φ) (twoBody i j K) (antisymmetrizer ι) =
      matrixElement (productState φ) (twoBody i j K) 1 -
      matrixElement (productState φ) (twoBody i j K)
        (MonoidAlgebra.of ℚ (Perm ι) (swap i j)) := by
  have hne : (1 : Perm ι) ≠ swap i j := fun e =>
    hij ((congrArg (fun g : Perm ι => g i) e).trans (swap_apply_left i j))
  unfold antisymmetrizer
  simp only [map_sum, map_zsmul]
  rw [Fintype.sum_eq_add 1 (swap i j) hne (fun g hg => by
    rw [matrixElement_eq_zero φ hφ i j K g hg.1 hg.2, smul_zero])]
  rw [Perm.sign_one, Perm.sign_swap hij, map_one (MonoidAlgebra.of ℚ (Perm ι))]
  simp [sub_eq_add_neg]
```

For i ≠ j, expand the antisymmetrizer by linearity. Only two permutations remain, with signs +1 and −1:

    ∑_g sgn(g) ⟨Φ, G P_g Φ⟩ = ⟨Φ, G Φ⟩ − ⟨Φ, G P_g Φ⟩ at g = (i j)

`Fintype.sum_eq_add` reduces the sum to these two terms once all others are known to vanish.

```lean
/-- For orthogonal orbitals and an operator on two slots, the antisymmetrizer and its
truncation have the same matrix element. -/
theorem matrixElement_truncated (φ : ι → X → ℂ)
    (hφ : ∀ a b, a ≠ b → ∑ x, star (φ a x) * φ b x = 0)
    {i j : ι} (hij : i ≠ j) (K : X → X → X → X → ℂ) :
    matrixElement (productState φ) (twoBody i j K) (antisymmetrizer ι) =
      matrixElement (productState φ) (twoBody i j K) (truncated ι) := by
  rw [matrixElement_antisymmetrizer φ hφ hij K]
  unfold truncated
  rw [map_sub, map_sum, Finset.sum_eq_single_of_mem (swap i j)
    (Finset.mem_filter.mpr ⟨Finset.mem_univ _, Perm.card_support_swap hij⟩)]
  intro g hg hgs
  refine matrixElement_eq_zero φ hφ i j K g ?_ hgs
  rintro rfl
  simp at hg
```

The truncation gives ⟨Φ, G Φ⟩ minus one term for each transposition. Every transposition except (i j) contributes zero, which leaves the same difference. The two group algebra elements therefore agree in this matrix element for every N ≥ 2. The agreement concerns a two-slot operator and orthogonal orbitals; for N ≥ 3 the truncation is still a different element from the antisymmetrizer.

```lean
/-- For normalised orbitals and the operator interchanging slots `i` and `j`, the matrix
element belonging to the transposition `(i j)` equals one. -/
theorem exchange_term_eq_one [DecidableEq X] (φ : ι → X → ℂ)
    (hφ : ∀ a, ∑ x, star (φ a x) * φ a x = 1) (i j : ι) :
    matrixElement (productState φ)
      (twoBody i j (fun p q a b => if a = q ∧ b = p then 1 else 0))
      (MonoidAlgebra.of ℚ (Perm ι) (swap i j)) = 1 := by
  rw [matrixElement_of]
  -- the two interchanges cancel
  have e : ∀ x, twoBody i j (fun p q a b => if a = q ∧ b = p then 1 else 0)
      (permOp (swap i j) (productState φ)) x = productState φ x := by
    intro x
    change ∑ a, ∑ b, (if a = x j ∧ b = x i then (1 : ℂ) else 0) * productState φ
      (fun k => Function.update (Function.update x i a) j b (swap i j k)) = _
    have hx : (fun k => Function.update (Function.update x i (x j)) j (x i)
        (swap i j k)) = x := by
      funext k
      by_cases hi : k = i
      · subst hi
        simp
      · by_cases hj : k = j
        · subst hj
          simp [Ne.symm hi]
        · simp [swap_apply_of_ne_of_ne hi hj, hi, hj]
    rw [Finset.sum_eq_single (x j), Finset.sum_eq_single (x i)]
    · rw [hx]
      simp
    all_goals simp +contextual
  simp only [e, productState, star_prod, ← Finset.prod_mul_distrib]
  have f := Finset.prod_univ_sum (fun _ : ι => (Finset.univ : Finset X))
    (fun k a => star (φ k a) * φ k a)
  rw [Fintype.piFinset_univ] at f
  rw [← f]
  exact Finset.prod_eq_one fun k _ => hφ k

end

end TwoBodyAntisymmetrizer
```

The exchange term can be nonzero. Let i ≠ j, and let G interchange the two slots, which is what the `if` kernel does. Then G undoes P_g for g = (i j), and for normalised orbitals

    ⟨Φ, G P_g Φ⟩ = ⟨Φ, Φ⟩ = ∏_k ∑_a |φ_k(a)|² = 1

The equation `e` states the cancellation, and `Finset.prod_univ_sum` turns the sum over configurations into the product of norms. Orthonormal orbitals are included, so the vanishing theorem does need its exception for (i j).

```lean
#print axioms TwoBodyAntisymmetrizer.antisymmetrizer_eq_truncated_iff
#print axioms TwoBodyAntisymmetrizer.matrixElement_truncated
#print axioms TwoBodyAntisymmetrizer.exchange_term_eq_one
```

```
'TwoBodyAntisymmetrizer.antisymmetrizer_eq_truncated_iff' depends on axioms: [propext, Classical.choice, Quot.sound]
'TwoBodyAntisymmetrizer.matrixElement_truncated' depends on axioms: [propext, Classical.choice, Quot.sound]
'TwoBodyAntisymmetrizer.exchange_term_eq_one' depends on axioms: [propext, Classical.choice, Quot.sound]
```
